# A broken continuous symmetry gives a zero mode of the linearised Hartree–Fock equations

The mean field is taken here as a complex-linear map $G$ on all complex $n\times n$ matrices, and a continuous symmetry enters through its generator, a matrix $X$ that acts by commutators. No two-electron integrals appear. What remains of the interaction is the linearity of $G$ and one compatibility condition,

$$G([X,D]) = [X,G(D)]\quad\text{for all } D,$$

where $[A,B]=AB-BA$. Physically, this condition says that the two-electron interaction is unchanged by the transformation that $X$ generates: rotating the density and then building its mean field gives the same matrix as building the mean field first and rotating it. For a general $G$ it is a hypothesis; for the model at the end it is proved. The generator is also assumed to commute with the one-electron part of the Fock matrix.

The index type `n` labels a finite orthonormal basis of spin orbitals, so no overlap matrix occurs. A density matrix over spin orbitals may mix the two spins, which is the setting of generalised Hartree–Fock theory. Symmetries that involve complex conjugation, such as time reversal, are not of this form.

```lean
import Mathlib

open Matrix

namespace HartreeFockZeroMode

noncomputable section

variable {n : Type*} [Fintype n] [DecidableEq n]
```

## The stationarity condition

Everything below is written with the commutator.

```lean
/-- The commutator `[A, B] = A B - B A` of two matrices. -/
def comm (A B : Matrix n n ℂ) : Matrix n n ℂ := A * B - B * A
```

Let $h$ be the one-electron matrix. A density matrix $D$ produces the Fock matrix

$$F(D)=h+G(D).$$

In the code `G` has the type `Matrix n n ℂ →ₗ[ℂ] Matrix n n ℂ`, which carries the linearity with it. The Coulomb and exchange terms of Hartree–Fock theory are both linear in $D$ and fit this type.

```lean
/-- The Fock matrix `F(D) = h + G(D)` for the one-electron matrix `h` and the mean field `G`. -/
def fock (h : Matrix n n ℂ) (G : Matrix n n ℂ →ₗ[ℂ] Matrix n n ℂ) (D : Matrix n n ℂ) :
    Matrix n n ℂ := h + G D
```

The density matrix of a Hartree–Fock solution commutes with its own Fock matrix. The failure to do so is measured by the residual

$$R(D)=[F(D),D],$$

and $P$ is called stationary when $R(P)=0$. A single determinant also requires $P$ to be Hermitian and idempotent, but the main theorem needs neither property.

```lean
/-- The stationarity residual `[F(D), D]` of the Hartree-Fock equations. -/
def residual (h : Matrix n n ℂ) (G : Matrix n n ℂ →ₗ[ℂ] Matrix n n ℂ) (D : Matrix n n ℂ) :
    Matrix n n ℂ := comm (fock h G D) D
```

## Linearising around a density

Displace a density $P$ by $tY$, where $Y$ is a matrix and $t$ a number. Since $G$ is linear, $F(P+tY)=F(P)+tG(Y)$, and therefore

$$
\begin{aligned}
R(P+tY)&=[F(P)+tG(Y),\,P+tY]\\
&=R(P)+t\big([G(Y),P]+[F(P),Y]\big)+t^2[G(Y),Y].
\end{aligned}
$$

The coefficient of $t$ defines the linearised residual

$$L_P(Y)=[G(Y),P]+[F(P),Y].$$

Its second term is the response of the density in a fixed Fock matrix, and its first term is the response of the Fock matrix itself.

```lean
/-- The linearised residual at `P` in the direction `Y`: `[G(Y), P] + [F(P), Y]`. -/
def linearised (h : Matrix n n ℂ) (G : Matrix n n ℂ →ₗ[ℂ] Matrix n n ℂ)
    (P Y : Matrix n n ℂ) : Matrix n n ℂ := comm (G Y) P + comm (fock h G P) Y
```

The expansion is exact, because the residual is quadratic in the density. No derivative or limit is needed to justify the word "linearised". In the proof, `simp only` unfolds the definitions and uses the linearity of $G$ to multiply out the products, and `module` collects the powers of $t$.

```lean
/-- Exact expansion of the residual at the displaced density `P + t Y`; the coefficient
of `t` is the linearised residual. -/
theorem residual_expansion (h : Matrix n n ℂ) (G : Matrix n n ℂ →ₗ[ℂ] Matrix n n ℂ)
    (P Y : Matrix n n ℂ) (t : ℂ) :
    residual h G (P + t • Y) =
      residual h G P + t • linearised h G P Y + t ^ 2 • comm (G Y) Y := by
  simp only [residual, linearised, fock, comm, map_add, map_smul, mul_add, add_mul,
    smul_mul_assoc, mul_smul_comm]
  module
```

## The direction generated by the symmetry

Suppose that $[X,h]=0$ and that $G$ satisfies the compatibility condition. Take $Y=[X,P]$, the first-order change of $P$ under the transformation $e^{\theta X}Pe^{-\theta X}$. Then

$$[X,F(P)]=[X,h]+[X,G(P)]=G([X,P])=G(Y).$$

The Jacobi identity says that the commutator with $X$ obeys the product rule, so

$$
\begin{aligned}
[X,R(P)]&=[X,[F(P),P]]\\
&=[[X,F(P)],P]+[F(P),[X,P]]\\
&=[G(Y),P]+[F(P),Y]=L_P(Y).
\end{aligned}
$$

This holds at every $P$, stationary or not. The Lean proof keeps the one-electron term visible for one step longer. Its intermediate identity `jacobi` reads $L_P(Y)=[X,R(P)]-[[X,h],P]$; after `hG P` has replaced $G([X,P])$ by $[X,G(P)]$, `noncomm_ring` verifies it by multiplying out the matrix products. The last term then vanishes because $[X,h]=0$. The compatibility condition is assumed for all $D$, but only its instance at $D=P$ is used.

```lean
/-- For a symmetry generator `X` and any density `P`, the linearised residual in the
direction `[X, P]` is the commutator of `X` with the residual at `P`. -/
theorem linearised_symmetry_direction {h X : Matrix n n ℂ}
    {G : Matrix n n ℂ →ₗ[ℂ] Matrix n n ℂ} (hX : comm X h = 0)
    (hG : ∀ D, G (comm X D) = comm X (G D)) (P : Matrix n n ℂ) :
    linearised h G P (comm X P) = comm X (residual h G P) := by
  have e : comm (comm X h) P = 0 := by
    rw [hX]
    simp [comm]
  -- the Jacobi identity, with the one-electron term kept explicit
  have jacobi : linearised h G P (comm X P) =
      comm X (residual h G P) - comm (comm X h) P := by
    unfold linearised
    rw [hG P]
    simp only [residual, fock, comm]
    noncomm_ring
  rw [jacobi, e, sub_zero]
```

At a stationary density $R(P)=0$, so the right-hand side $[X,R(P)]$ is zero and

$$[G(Y),P]+[F(P),Y]=0,\qquad Y=[X,P].$$

The symmetry is broken by $P$ when $[X,P]\neq 0$, and then $Y$ is a genuine zero mode. If $P$ has the symmetry, $Y=0$ and the equation is trivially true. The theorem covers both situations, and it contains no assumption that $Y$ is nonzero.

```lean
/-- Zero mode of a broken symmetry: if `X` generates a symmetry of `h` and of the mean field,
and `P` is stationary, then `[X, P]` solves the linearised stationarity equation. -/
theorem zero_mode {h X P : Matrix n n ℂ} {G : Matrix n n ℂ →ₗ[ℂ] Matrix n n ℂ}
    (hX : comm X h = 0) (hG : ∀ D, G (comm X D) = comm X (G D))
    (hP : residual h G P = 0) :
    comm (G (comm X P)) P + comm (fock h G P) (comm X P) = 0 := by
  have key := linearised_symmetry_direction hX hG P
  rw [hP] at key
  simpa [linearised, comm] using key
```

Without interaction, $G=0$ and $F(P)=h$, so the equation reduces to $[h,Y]=0$. In an eigenbasis of a Hermitian $h$ with orbital energies $e_i$ this is $(e_i-e_j)Y_{ij}=0$: the mode can only connect orbitals of equal energy. With an interaction, orbitals of different energy may be connected, because the change of the mean field can compensate the energy difference.

For a Hartree–Fock solution in a finite basis, this bears on stability analysis and linear response: a zero mode that comes from a broken continuous symmetry reflects the free orientation of the solution, and does not by itself signal an instability.

## What is left at second order

Insert $Y=[X,P]$ into the exact expansion. The constant term vanishes by stationarity and the linear term by the zero-mode equation, which leaves

$$R(P+tY)=t^2[G(Y),Y].$$

A straight displacement along the mode thus violates stationarity at second order at most. The Lean proof rewrites with the expansion and removes the two vanishing terms.

```lean
/-- A displacement by `t` along the zero mode `Y = [X, P]` of a stationary density leaves
exactly the residual `t² [G(Y), Y]`. -/
theorem residual_along_zero_mode {h X P : Matrix n n ℂ}
    {G : Matrix n n ℂ →ₗ[ℂ] Matrix n n ℂ}
    (hX : comm X h = 0) (hG : ∀ D, G (comm X D) = comm X (G D))
    (hP : residual h G P = 0) (t : ℂ) :
    residual h G (P + t • comm X P) = t ^ 2 • comm (G (comm X P)) (comm X P) := by
  have hz : linearised h G P (comm X P) = 0 := zero_mode hX hG hP
  rw [residual_expansion, hP, hz, smul_zero, zero_add, zero_add]
```

## An occupied–virtual rotation

For a single determinant, $P^2=P$ projects onto the occupied orbitals and $1-P$ onto the virtual ones. A displacement $P+tY$ stays idempotent to first order in $t$ exactly when $PY+YP=Y$. The symmetry direction satisfies this:

$$PY+YP=PXP-P^2X+XP^2-PXP=XP^2-P^2X=XP-PX=Y.$$

Its occupied–occupied block vanishes,

$$PYP=PXP^2-P^2XP=PXP-PXP=0,$$

and so does its virtual–virtual block,

$$(1-P)Y(1-P)=Y-(PY+YP)+PYP=Y-Y+0=0.$$

Only the blocks between occupied and virtual orbitals can be nonzero, as for any first-order orbital rotation. The three `calc` blocks follow these three lines. Neither stationarity nor any property of $X$ is used.

```lean
/-- For an idempotent density `P`, the direction `Y = [X, P]` obeys the linearised idempotency
condition `P Y + Y P = Y`, and its occupied-occupied and virtual-virtual blocks vanish. -/
theorem zero_mode_occupied_virtual (X : Matrix n n ℂ) {P : Matrix n n ℂ} (hP : P * P = P) :
    P * comm X P + comm X P * P = comm X P ∧
      P * comm X P * P = 0 ∧ (1 - P) * comm X P * (1 - P) = 0 := by
  have h1 : P * comm X P + comm X P * P = comm X P := by
    calc P * comm X P + comm X P * P = X * (P * P) - (P * P) * X := by
          unfold comm
          noncomm_ring
      _ = comm X P := by rw [hP, comm]
  have h2 : P * comm X P * P = 0 := by
    calc P * comm X P * P = P * X * (P * P) - (P * P) * X * P := by
          unfold comm
          noncomm_ring
      _ = 0 := by rw [hP, sub_self]
  refine ⟨h1, h2, ?_⟩
  -- the virtual-virtual block follows from the other two relations
  calc (1 - P) * comm X P * (1 - P)
      = comm X P - (P * comm X P + comm X P * P) + P * comm X P * P := by noncomm_ring
    _ = 0 := by rw [h1, h2, sub_self, add_zero]
```

A unitary transformation $e^{\theta X}$ with real $\theta$ has an anti-Hermitian generator, $X^\dagger=-X$. If $P$ is Hermitian as well, then

$$Y^\dagger=P^\dagger X^\dagger-X^\dagger P^\dagger=-PX+XP=Y,$$

so for real $t$ the displaced density is again Hermitian. In the code `ᴴ` denotes the conjugate transpose.

```lean
omit [DecidableEq n] in
/-- For an anti-Hermitian generator `X` and a Hermitian density `P`, the direction `[X, P]`
is Hermitian. -/
theorem zero_mode_hermitian {X P : Matrix n n ℂ} (hX : Xᴴ = -X) (hP : Pᴴ = P) :
    (comm X P)ᴴ = comm X P := by
  simp only [comm, conjTranspose_sub, conjTranspose_mul, hX, hP, Matrix.mul_neg, Matrix.neg_mul]
  abel
```

## A contact interaction with spin-rotation symmetry

A concrete mean field shows the mode at work. For a contact interaction of strength $u$ among the spin states of one spatial orbital, take

$$G(D)=u\,(\operatorname{tr}(D)\,1-D).$$

The trace term is the direct part and the term $-D$ is the exchange part. With two spin states, the diagonal entry for spin up is $u$ times the spin-down population, so an electron does not interact with itself. The definition includes the two short checks that this map is linear.

```lean
/-- The contact mean field `G(D) = u (tr(D) 1 - D)`, with a direct and an exchange part. -/
def contactField (u : ℂ) : Matrix n n ℂ →ₗ[ℂ] Matrix n n ℂ where
  toFun D := u • (D.trace • (1 : Matrix n n ℂ) - D)
  map_add' A B := by
    simp only [Matrix.trace_add]
    module
  map_smul' c A := by
    simp only [Matrix.trace_smul, smul_eq_mul, RingHom.id_apply]
    module
```

This field is compatible with every generator. A commutator has zero trace, so $G([X,D])=-u[X,D]$. On the other side, the identity commutes with $X$, so $[X,G(D)]=-u[X,D]$ too. In the proof, `ht` is the statement about the trace.

```lean
/-- The contact mean field is compatible with every generator `X`:
`G([X, D]) = [X, G(D)]`. -/
theorem contactField_comm (u : ℂ) (X D : Matrix n n ℂ) :
    contactField u (comm X D) = comm X (contactField u D) := by
  have ht : (comm X D).trace = 0 := by
    rw [comm, Matrix.trace_sub, Matrix.trace_mul_comm, sub_self]
  change u • ((comm X D).trace • (1 : Matrix n n ℂ) - comm X D) =
    comm X (u • (D.trace • (1 : Matrix n n ℂ) - D))
  rw [ht]
  simp only [comm, mul_sub, sub_mul, smul_mul_assoc, mul_smul_comm, mul_one, one_mul]
  module
```

Now put one electron with spin up into the orbital. In the basis (up, down), numbered 0 and 1 as in Lean,

$$P=\begin{pmatrix}1&0\\0&0\end{pmatrix}.$$

```lean
/-- The density matrix of one spin-up electron in a single orbital. -/
def spinUp : Matrix (Fin 2) (Fin 2) ℂ := !![1, 0; 0, 0]
```

A rotation of the spin is generated by the real antisymmetric matrix

$$X=\begin{pmatrix}0&1\\-1&0\end{pmatrix},$$

which is $i$ times the Pauli matrix $\sigma_y$.

```lean
/-- The real antisymmetric generator of spin rotations in a single orbital. -/
def spinRotation : Matrix (Fin 2) (Fin 2) ℂ := !![0, 1; -1, 0]
```

The one-electron matrix is $h=\varepsilon\,1$, with the same level $\varepsilon$ for both spins, and it commutes with $X$. The Fock matrix is

$$F(P)=(\varepsilon+u)\,1-uP=\begin{pmatrix}\varepsilon&0\\0&\varepsilon+u\end{pmatrix},$$

a combination of the identity and $P$, so it commutes with $P$ and the density is stationary. The symmetry is broken, since

$$Y=[X,P]=\begin{pmatrix}0&-1\\-1&0\end{pmatrix}\neq 0.$$

For numbers, choose $\varepsilon=-1$ and $u=2$ in some unit of energy. Then $F(P)$ is diagonal with entries $-1$ and $1$, and $G(Y)=-2Y$. The two terms of the linearised equation are

$$[G(Y),P]=\begin{pmatrix}0&-2\\2&0\end{pmatrix},\qquad
[F(P),Y]=\begin{pmatrix}0&2\\-2&0\end{pmatrix}.$$

They cancel. The occupied and the virtual orbital are 2 units apart, and the change of the mean field compensates this gap exactly.

The model is special in one respect: $F(D)$ is always a combination of $1$ and $D$, so every density is stationary and every direction solves the linearised equation. It therefore shows that a nonzero symmetry mode occurs under the assumptions made above, but not that the symmetry singles out a direction.

The theorem below collects these assumptions for all complex $\varepsilon$ and $u$, together with the idempotency and Hermiticity of $P$, the anti-Hermiticity of $X$ and the inequality $[X,P]\neq 0$. Stationarity is proved by multiplying out the commutator of $F(P)$ with $P$, the three matrix identities that follow it are checked entry by entry, and the inequality is read off from entry $(0,1)$ of $Y$, which is $-1$.

```lean
/-- One orbital with level `ε` and contact mean field of strength `u`: the spin rotation is a
symmetry, the spin-up density is idempotent and stationary, and `[X, P]` is nonzero. -/
theorem zero_mode_witness (ε u : ℂ) :
    comm spinRotation (ε • 1) = 0 ∧
      (∀ D, contactField u (comm spinRotation D) = comm spinRotation (contactField u D)) ∧
      residual (ε • 1) (contactField u) spinUp = 0 ∧
      spinUp * spinUp = spinUp ∧ spinUpᴴ = spinUp ∧ spinRotationᴴ = -spinRotation ∧
      comm spinRotation spinUp ≠ 0 := by
  refine ⟨by simp [comm], contactField_comm u spinRotation, ?_, ?_, ?_, ?_, ?_⟩
  · -- the Fock matrix is a combination of the identity and the density itself
    change (ε • 1 + u • (spinUp.trace • 1 - spinUp)) * spinUp -
      spinUp * (ε • 1 + u • (spinUp.trace • 1 - spinUp)) = 0
    simp only [add_mul, mul_add, sub_mul, mul_sub, smul_mul_assoc, mul_smul_comm,
      one_mul, mul_one, sub_self]
  · ext i j
    fin_cases i <;> fin_cases j <;> simp [spinUp, Matrix.mul_apply, Fin.sum_univ_two]
  · ext i j
    fin_cases i <;> fin_cases j <;> simp [spinUp, Matrix.conjTranspose_apply]
  · ext i j
    fin_cases i <;> fin_cases j <;> simp [spinRotation, Matrix.conjTranspose_apply]
  · intro h0
    have h01 := congrFun (congrFun h0 0) 1
    simp [comm, spinRotation, spinUp] at h01

end

end HartreeFockZeroMode
```

```lean
#print axioms HartreeFockZeroMode.zero_mode
-- 'HartreeFockZeroMode.zero_mode' depends on axioms: [propext, Classical.choice, Quot.sound]
#print axioms HartreeFockZeroMode.residual_along_zero_mode
-- 'HartreeFockZeroMode.residual_along_zero_mode' depends on axioms: [propext, Classical.choice, Quot.sound]
#print axioms HartreeFockZeroMode.zero_mode_occupied_virtual
-- 'HartreeFockZeroMode.zero_mode_occupied_virtual' depends on axioms: [propext, Classical.choice, Quot.sound]
#print axioms HartreeFockZeroMode.zero_mode_hermitian
-- 'HartreeFockZeroMode.zero_mode_hermitian' depends on axioms: [propext, Classical.choice, Quot.sound]
```
